# Lowest-Landau-level theta functions on a torus: translation laws and linear independence

## Choosing the orbitals

An exact diagonalisation of electrons in the lowest Landau level on a torus begins with a set of single-particle orbitals, each labelled by a momentum \(j\). The functions below supply \(N\) linearly independent orbitals for \(N\ge1\) flux quanta. They describe one particle in a uniform field; interactions enter only later, through matrix elements.

Measure lengths in units of the first period, so that the periods are \(1\) and \(\tau\), with \(\operatorname{Im}\tau>0\), and write \(z=x+iy\). In Landau gauge, with the vector potential along \(x\) and proportional to \(y\), a lowest-level wave function is
\[
\psi(z)=e^{-\pi N y^2/\operatorname{Im}\tau}f(z),
\]
with \(f\) holomorphic for one direction of the field, the one taken here, and antiholomorphic for the other. For one choice of boundary phases, the boundary conditions on \(\psi\) become \(f(z+1)=f(z)\) and \(f(z+\tau)=e^{-i\pi N\tau-2\pi iNz}f(z)\). The functions below satisfy both; the first law follows from \(N\) steps of \(1/N\).

## The functions and their laws

For integer \(j\), put \(s=n+j/N\) and
\[
f_j(z)=\sum_{n\in\mathbb Z}t_s(z),\qquad t_s(z)=e^{i\pi N\tau s^2+2\pi iNsz}.
\]
The series converges absolutely, \(f_j\) is entire, and
\[
\begin{aligned}
f_j(z+1/N)&=e^{2\pi ij/N}f_j(z),\\
f_j(z+\tau)&=e^{-i\pi N\tau-2\pi iNz}f_j(z),\\
f_j(z+\tau/N)&=e^{-i\pi\tau/N-2\pi iz}f_{j+1}(z),\\
f_{j+N}&=f_j.
\end{aligned}
\]
Moreover, \(f_0,\dots,f_{N-1}\) are linearly independent.

## Derivation

**Convergence.** Since \(|t_s(z)|=e^{-\pi N\operatorname{Im}\tau\,s^2-2\pi Nsy}\), the quadratic term wins for large \(|s|\), uniformly for bounded \(y\). The sum is therefore entire.

**Translations.** A step \(1/N\) multiplies \(t_s\) by \(e^{2\pi is}=e^{2\pi ij/N}\), because \(n\) is an integer. For the other two steps, complete the square:
\[
\begin{aligned}
i\pi N\tau s^2+2\pi iNs(z+\tau)&=i\pi N\tau(s+1)^2+2\pi iN(s+1)z-i\pi N\tau-2\pi iNz,\\
i\pi N\tau s^2+2\pi iNs\left(z+\tfrac{\tau}{N}\right)&=i\pi N\tau\left(s+\tfrac1N\right)^2+2\pi iN\left(s+\tfrac1N\right)z-\tfrac{i\pi\tau}{N}-2\pi iz.
\end{aligned}
\]
Summing over \(n\) gives the laws: \(s+1\) runs over the same set as \(s\), while \(s+1/N\) belongs to \(j+1\). Replacing \(j\) by \(j+N\) also only shifts \(n\).

**Non-vanishing.** As \(Ns-j=Nn\),
\[
\int_0^1e^{-2\pi ijx}f_j(x)\,dx=\sum_n e^{i\pi N\tau s^2}\int_0^1e^{2\pi iNnx}\,dx=e^{i\pi N\tau(j/N)^2}\neq0.
\]
Absolute convergence at \(z=0\) permits the exchange, and only \(n=0\) survives.

**Independence.** Let \((Tf)(z)=f(z+1/N)\). For \(0\le k<N\), the eigenvalues \(\lambda_k=e^{2\pi ik/N}\) are distinct. Applying \(\prod_{l\ne k}(T-\lambda_l)\) to \(\sum_m c_mf_m=0\) leaves \(c_k\prod_{l\ne k}(\lambda_k-\lambda_l)f_k=0\), so \(c_k=0\).

## Reading the Lean statements

`thetaTerm N τ j n z` is \(t_s(z)\), and `landauTheta N τ j z` is \(f_j(z)\): the holomorphic factor, despite its name, and not the full wave function. The hypotheses `hN` and `hτ` say \(N\ge1\) and \(\operatorname{Im}\tau>0\). `Summable` is stated separately because Lean's infinite sum has a default value when a series diverges.

Independence is over `ℂ`, for functions on the whole plane indexed by `Fin N`. It shows that there are at least \(N\) states, not that these span the level. The step from the model to the physical system is the identification of \(\psi=e^{-\pi Ny^2/\operatorname{Im}\tau}f\) with a lowest-level eigenstate, since no Hamiltonian appears.

The full \(\psi_j\) could have been defined instead. The factor under \(\tau\) would then become the pure phase \(e^{-i\pi N(\operatorname{Re}\tau+2x)}\), but \(\psi_j\) would not be holomorphic.

## The complete file

```lean
import Mathlib

open Complex
open scoped Real

namespace LowestLevelTorus

noncomputable section

/-- The Gaussian term with `s = n + j/N` in the series for the state `j` on a torus of modular
parameter `τ` with `N ≥ 1` flux quanta. -/
def thetaTerm (N : ℕ) (τ : ℂ) (j n : ℤ) (z : ℂ) : ℂ :=
  exp (π * I * N * τ * (n + j / N) ^ 2 + 2 * π * I * N * (n + j / N) * z)

/-- The holomorphic factor `f_j` of a lowest-level state: the sum of the Gaussian terms over
all `s` in `ℤ + j/N`, for `N ≥ 1` and `Im τ > 0`. -/
def landauTheta (N : ℕ) (τ : ℂ) (j : ℤ) (z : ℂ) : ℂ :=
  ∑' n : ℤ, thetaTerm N τ j n z

variable {N : ℕ} {τ : ℂ}

/-- For `N ≥ 1`, each term is a prefactor independent of `n` times a term of the Jacobi theta
series with arguments `N z + j τ` and `N τ`. -/
theorem thetaTerm_eq_jacobi (hN : 0 < N) (j n : ℤ) (z : ℂ) :
    thetaTerm N τ j n z = exp (π * I * N * τ * (j / N) ^ 2 + 2 * π * I * j * z) *
      jacobiTheta₂_term n (N * z + j * τ) (N * τ) := by
  have hN' : (N : ℂ) ≠ 0 := Nat.cast_ne_zero.2 hN.ne'
  have hq : (N : ℂ) * (j / N) = j := by field_simp
  rw [thetaTerm, jacobiTheta₂_term, ← Complex.exp_add]
  congr 1
  linear_combination (2 * π * I * (n * τ + z)) * hq

/-- Term by term, for `N ≥ 1`: a step `1/N` gives a phase, a step `τ` moves `n` to `n + 1`, and
a step `τ/N` moves `j` to `j + 1`, the last two with a factor independent of `n`. -/
theorem thetaTerm_translate (hN : 0 < N) (j n : ℤ) (z : ℂ) :
    thetaTerm N τ j n (z + 1 / N) = exp (2 * π * I * j / N) * thetaTerm N τ j n z ∧
    thetaTerm N τ j n (z + τ) =
      exp (-(π * I * N * τ) - 2 * π * I * N * z) * thetaTerm N τ j (n + 1) z ∧
    thetaTerm N τ j n (z + τ / N) =
      exp (-(π * I * τ / N) - 2 * π * I * z) * thetaTerm N τ (j + 1) n z := by
  have hN' : (N : ℂ) ≠ 0 := Nat.cast_ne_zero.2 hN.ne'
  have h1 : (N : ℂ) * (1 / N) = 1 := by field_simp
  refine ⟨?_, ?_, ?_⟩
  · -- the exponents differ by the integer multiple `n` of `2πi`
    rw [thetaTerm, thetaTerm, ← Complex.exp_add, Complex.exp_eq_exp_iff_exists_int]
    exact ⟨n, by linear_combination (2 * π * I * (n + j / N)) * h1⟩
  · -- complete the square
    rw [thetaTerm, thetaTerm, ← Complex.exp_add]
    congr 1
    push_cast
    ring
  · rw [thetaTerm, thetaTerm, ← Complex.exp_add]
    congr 1
    push_cast
    linear_combination (-(π * I * τ / N + 2 * π * I * z)) * h1

/-- For `N ≥ 1` and `Im τ > 0` the series for `f_j` converges absolutely at every point. -/
theorem summable_thetaTerm (hN : 0 < N) (hτ : 0 < τ.im) (j : ℤ) (z : ℂ) :
    Summable (fun n : ℤ => thetaTerm N τ j n z) := by
  have him : ((N : ℂ) * τ).im = N * τ.im := by simp
  have h : 0 < ((N : ℂ) * τ).im := by
    rw [him]
    exact mul_pos (Nat.cast_pos.2 hN) hτ
  simp only [thetaTerm_eq_jacobi hN]
  exact ((summable_jacobiTheta₂_term_iff _ _).2 h).mul_left _

/-- For `N ≥ 1` and `Im τ > 0` the series for `f_j` converges, `f_j` is multiplied by a phase
under `1/N` and by an exponential factor under `τ`, a step `τ/N` turns `f_j` into `f_{j+1}` up to
such a factor, and `f_{j+N} = f_j`. -/
theorem landauTheta_magnetic_translations (hN : 0 < N) (hτ : 0 < τ.im) (j : ℤ) (z : ℂ) :
    Summable (fun n : ℤ => thetaTerm N τ j n z) ∧
    landauTheta N τ j (z + 1 / N) = exp (2 * π * I * j / N) * landauTheta N τ j z ∧
    landauTheta N τ j (z + τ) =
      exp (-(π * I * N * τ) - 2 * π * I * N * z) * landauTheta N τ j z ∧
    landauTheta N τ j (z + τ / N) =
      exp (-(π * I * τ / N) - 2 * π * I * z) * landauTheta N τ (j + 1) z ∧
    landauTheta N τ (j + N) z = landauTheta N τ j z := by
  have hN' : (N : ℂ) ≠ 0 := Nat.cast_ne_zero.2 hN.ne'
  -- the sum over all integers does not see a shift of the index
  have shift : ∑' n : ℤ, thetaTerm N τ j (n + 1) z = landauTheta N τ j z :=
    (Equiv.addRight (1 : ℤ)).tsum_eq (fun n => thetaTerm N τ j n z)
  refine ⟨summable_thetaTerm hN hτ j z, ?_, ?_, ?_, ?_⟩
  · unfold landauTheta
    rw [← tsum_mul_left]
    exact tsum_congr fun n => (thetaTerm_translate hN j n z).1
  · rw [← shift, ← tsum_mul_left]
    exact tsum_congr fun n => (thetaTerm_translate hN j n z).2.1
  · unfold landauTheta
    rw [← tsum_mul_left]
    exact tsum_congr fun n => (thetaTerm_translate hN j n z).2.2
  · rw [← shift]
    refine tsum_congr fun n => ?_
    have h : (n : ℂ) + (j + N) / N = n + 1 + j / N := by
      rw [add_div, div_self hN']
      ring
    unfold thetaTerm
    push_cast
    rw [h]

/-- For `N ≥ 1` and `Im τ > 0` the function `f_j` is holomorphic on the whole plane. -/
theorem differentiable_landauTheta (hN : 0 < N) (hτ : 0 < τ.im) (j : ℤ) :
    Differentiable ℂ (landauTheta N τ j) := by
  have him : ((N : ℂ) * τ).im = N * τ.im := by simp
  have h : 0 < ((N : ℂ) * τ).im := by
    rw [him]
    exact mul_pos (Nat.cast_pos.2 hN) hτ
  have heq : landauTheta N τ j = fun z =>
      exp (π * I * N * τ * (j / N) ^ 2 + 2 * π * I * j * z) *
        jacobiTheta₂ (N * z + j * τ) (N * τ) := by
    funext z
    simp only [landauTheta, thetaTerm_eq_jacobi hN, tsum_mul_left, jacobiTheta₂]
  intro z
  rw [heq]
  have h1 : DifferentiableAt ℂ
      (fun z : ℂ => exp (π * I * N * τ * (j / N) ^ 2 + 2 * π * I * j * z)) z := by fun_prop
  have h2 : DifferentiableAt ℂ (fun z : ℂ => jacobiTheta₂ (N * z + j * τ) (N * τ)) z :=
    DifferentiableAt.comp z (g := fun w => jacobiTheta₂ w (N * τ))
      (f := fun z : ℂ => N * z + j * τ)
      (differentiableAt_jacobiTheta₂_fst _ h) (by fun_prop)
  exact h1.mul h2

/-- For `N ≥ 1` and `Im τ > 0`, the Fourier coefficient of `f_j` at wave number `2πj` along the
real period is the Gaussian weight `exp(iπNτ(j/N)²)`. -/
theorem fourier_landauTheta (hN : 0 < N) (hτ : 0 < τ.im) (j : ℤ) :
    ∫ x in (0 : ℝ)..1, exp (-(2 * π * I * j * x)) * landauTheta N τ j x =
      exp (π * I * N * τ * (j / N) ^ 2) := by
  have hN' : (N : ℂ) ≠ 0 := Nat.cast_ne_zero.2 hN.ne'
  have hq : (N : ℂ) * (j / N) = j := by field_simp
  -- each term is a constant times a plane wave
  have hF : ∀ (n : ℤ) (x : ℝ), exp (-(2 * π * I * j * x)) * thetaTerm N τ j n x =
      thetaTerm N τ j n 0 * exp (2 * π * I * (N * n) * x) := by
    intro n x
    rw [thetaTerm, thetaTerm, ← Complex.exp_add, ← Complex.exp_add]
    congr 1
    linear_combination (2 * π * I * x) * hq
  have hnorm : ∀ (n : ℤ) (x : ℝ), ‖exp (2 * π * I * (N * n) * x)‖ = 1 := by
    intro n x
    have h : 2 * π * I * (N * n) * x = ((2 * π * (N * n) * x : ℝ) : ℂ) * I := by
      push_cast
      ring
    rw [h, Complex.norm_exp_ofReal_mul_I]
  -- sum and integral may be exchanged
  have hs : HasSum
      (fun n : ℤ => ∫ x in (0 : ℝ)..1, thetaTerm N τ j n 0 * exp (2 * π * I * (N * n) * x))
      (∫ x in (0 : ℝ)..1, exp (-(2 * π * I * j * x)) * landauTheta N τ j x) := by
    apply intervalIntegral.hasSum_integral_of_dominated_convergence
      (fun (n : ℤ) (_ : ℝ) => ‖thetaTerm N τ j n 0‖)
    · intro n
      exact Continuous.aestronglyMeasurable (by fun_prop)
    · intro n
      refine Filter.Eventually.of_forall fun x _ => ?_
      rw [norm_mul, hnorm, mul_one]
    · exact Filter.Eventually.of_forall fun x _ => (summable_thetaTerm hN hτ j 0).norm
    · exact continuous_const.intervalIntegrable _ _
    · refine Filter.Eventually.of_forall fun x _ => ?_
      simp only [← hF]
      exact (summable_thetaTerm hN hτ j x).hasSum.mul_left _
  -- every plane wave with `n ≠ 0` integrates to zero
  have h0 : ∀ n : ℤ, n ≠ 0 →
      ∫ x in (0 : ℝ)..1, thetaTerm N τ j n 0 * exp (2 * π * I * (N * n) * x) = 0 := by
    intro n hn
    have hc : 2 * π * I * (N * n) ≠ 0 :=
      mul_ne_zero Complex.two_pi_I_ne_zero (mul_ne_zero hN' (Int.cast_ne_zero.2 hn))
    have he : exp (2 * π * I * (N * n)) = 1 :=
      Complex.exp_eq_one_iff.2 ⟨N * n, by push_cast; ring⟩
    rw [intervalIntegral.integral_const_mul, integral_exp_mul_complex hc]
    simp [he]
  rw [hs.unique (hasSum_single 0 h0)]
  simp [thetaTerm]

/-- For `N ≥ 1` and `Im τ > 0` the functions `f_0, …, f_{N-1}` are linearly independent. -/
theorem linearIndependent_landauTheta (hN : 0 < N) (hτ : 0 < τ.im) :
    LinearIndependent ℂ (fun k : Fin N => landauTheta N τ ((k : ℕ) : ℤ)) := by
  have key : ∀ k : ℕ, exp (2 * π * I * ((k : ℤ) : ℂ) / N) = exp (2 * π * I / N) ^ k := by
    intro k
    rw [← Complex.exp_nat_mul]
    congr 1
    push_cast
    ring
  -- eigenvectors of the translation by `1/N` with distinct eigenvalues
  refine Module.End.eigenvectors_linearIndependent'
    (LinearMap.funLeft ℂ ℂ (fun z : ℂ => z + 1 / N))
    (fun k : Fin N => exp (2 * π * I * (((k : ℕ) : ℤ) : ℂ) / N)) ?_ _ ?_
  · intro a b hab
    have hab' : exp (2 * π * I / N) ^ (a : ℕ) = exp (2 * π * I / N) ^ (b : ℕ) := by
      rw [← key, ← key]
      exact hab
    exact Fin.ext ((Complex.isPrimitiveRoot_exp N hN.ne').pow_inj a.2 b.2 hab')
  · intro k
    refine ⟨Module.End.mem_eigenspace_iff.2 ?_, ?_⟩
    · funext z
      exact (landauTheta_magnetic_translations hN hτ _ z).2.1
    · intro h
      exact Complex.exp_ne_zero _
        ((fourier_landauTheta hN hτ ((k : ℕ) : ℤ)).symm.trans (by simp [h]))

end

end LowestLevelTorus
```

```lean
#print axioms LowestLevelTorus.differentiable_landauTheta
-- 'LowestLevelTorus.differentiable_landauTheta' depends on axioms: [propext, Classical.choice, Quot.sound]
#print axioms LowestLevelTorus.linearIndependent_landauTheta
-- 'LowestLevelTorus.linearIndependent_landauTheta' depends on axioms: [propext, Classical.choice, Quot.sound]
```

## From the terms to independence

`thetaTerm_eq_jacobi` rewrites each term as a prefactor times a Jacobi theta term. `summable_thetaTerm` and `differentiable_landauTheta` then take convergence and holomorphy from Mathlib, in place of the direct estimate above.

`thetaTerm_translate` contains the algebra of the three steps. In the first, the exponents differ by \(2\pi in\); in the others, `ring` and `linear_combination` check the completed squares. `landauTheta_magnetic_translations` carries these identities to the sums, using `shift` to relabel \(n\) where needed.

In `fourier_landauTheta`, `hF` separates each term into a constant and a plane wave. Dominated convergence justifies the exchange `hs`, and `h0` removes every \(n\ne0\).

Finally, `linearIndependent_landauTheta` represents \(T\) by `LinearMap.funLeft`. A primitive \(N\)th root of unity gives distinct eigenvalues, the Fourier coefficient excludes zero eigenvectors, and Mathlib's eigenvector theorem replaces the product argument.
